# Every nonzero representation of a finite-mode CAR algebra is faithful

Let $a_p,c_p$, with $p=0,\dots,M-1$, satisfy the canonical anticommutation relations (CAR) in an algebra over a field $K$, and let $B$ be the subalgebra they generate. Every unital ring homomorphism from $B$ to a nontrivial ring is injective, and every two-sided ideal of $B$ is zero or $B$. The case $K=\mathbb C$ is that of fermionic modes in quantum mechanics.

## Annihilators, creators and the vacuum

The operator $a_p$ empties mode $p$ and $c_p$ fills it. The relations are

$$a_pa_q+a_qa_p=0,\quad c_pc_q+c_qc_p=0,\quad a_pc_q+c_qa_p=\delta_{pq},$$

together with the Pauli principle $a_p^2=c_p^2=0$. Over $\mathbb C$ the squares follow from the first two relations at $p=q$, since $2a_p^2=0$ and $2c_p^2=0$. In characteristic 2 they must be assumed.

The product $z=a_0c_0\,a_1c_1\cdots a_{M-1}c_{M-1}$ projects onto the vacuum; for $M=0$ it is $1$.

## The statement in Lean

`IsCAR a c` collects the relations, squares included, for families indexed by `Fin M`. `carAlgebra K a c` is $B$, and `vacuumProj a c (List.finRange M)` is $z$. In `IsCAR.representation_injective`, the map `φ` is a unital ring homomorphism, not necessarily $K$-linear, and `[Nontrivial S]` says that $1\neq0$ in the target. `IsCAR.ideal_eq_bot_or_top` is the statement on ideals.

Nothing requires $c_p$ to be the adjoint of $a_p$; there is no inner product or norm. Infinitely many modes and the unitary equivalence of representations are not treated.

## From a nonzero element to the vacuum projector

**Reaching the vacuum.** Let $x\neq0$. Start with $u=1$ and go through the modes. If $a_qux=0$, keep $u$; otherwise replace it by $a_qu$. The new product is nonzero and is killed by $a_q$, because $a_q^2=0$. It is still killed by each earlier $a_p$, because $a_pa_qux=-a_qa_pux=0$. Doing the same on the right with the $c_q$ gives $y=uxv\neq0$ with $a_py=0$ and $yc_p=0$ for all $p$.

**Absorbing the projector.** For this $y$,
$$a_qc_qy=y-c_qa_qy=y,\qquad ya_qc_q=y-yc_qa_q=y,$$
so $zy=y=yz$.

**Sandwiching.** For $p\ne q$, both $a_p$ and $c_p$ commute with $a_qc_q$, since two signs cancel. Moving them to the factor $a_pc_p$ gives $a_pz=0$ and $zc_p=0$. Absorption with $y=z$ then gives $z^2=z$.

Let $w$ be a polynomial in the creators. Repeated use of $a_pc_q=\delta_{pq}-c_qa_p$ gives $a_pw=s+ta_p$, with $s,t$ again polynomials in the creators, so $a_pwz=sz$. An element $x\in B$ is a linear combination of products of annihilators and creators. Applying the factors of each product in turn and adding the results gives $xz=sz$ for some such $s$. Since $zc_p=0$, only a scalar survives on the left: $zs=rz$. Hence
$$zxz=zsz=rz^2=rz.$$

**Injectivity.** Suppose $\varphi(x)=0$ with $x\neq0$. Then $\varphi(y)=0$, while $y=zyz=rz$ with $r\neq0$, so $\varphi(z)=\varphi(r^{-1}y)=0$. But $\varphi(z)$ is the vacuum projector of the image modes, which also satisfy the CAR. Starting from $1\neq0$ in the target, the first two steps give $y'\neq0$ with $\varphi(z)y'=y'$, a contradiction.

**Ideals.** An ideal containing $1$ is $B$. Otherwise the quotient is nontrivial, the quotient map is injective, and the ideal is zero.

## One mode with numbers

Over $\mathbb C$, take
$$a=\begin{pmatrix}0&1\\0&0\end{pmatrix},\quad c=\begin{pmatrix}0&0\\1&0\end{pmatrix},\quad z=ac=\begin{pmatrix}1&0\\0&0\end{pmatrix},$$
and $x=2+3ca=\mathrm{diag}(2,5)$. Then
$$ax=\begin{pmatrix}0&5\\0&0\end{pmatrix},\qquad axc=\begin{pmatrix}5&0\\0&0\end{pmatrix}=5z.$$
A homomorphism that kills $x$ would therefore kill $z$. The vacuum expectation value of $x$ itself appears in $zxz=2z$.

## Comparing operators through their matrices

A program can test whether two second-quantised expressions in finitely many modes agree by building their Jordan–Wigner matrices. Faithfulness means that, in exact arithmetic, equal matrices imply an identity that follows from the CAR alone. For $M\ge1$, matrices restricted to a single particle-number sector are not enough: there the number operator equals a constant, although the two differ on the full Fock space.

## The Lean file

```lean
import Mathlib

namespace CARSimplicity

/-- The canonical anticommutation relations for `M` modes with annihilators `a p` and
creators `c p`, including the Pauli principle that each of them squares to zero. -/
structure IsCAR {R : Type*} [Ring R] {M : ℕ} (a c : Fin M → R) : Prop where
  a_sq : ∀ p, a p * a p = 0
  c_sq : ∀ p, c p * c p = 0
  a_a : ∀ p q, a p * a q + a q * a p = 0
  c_c : ∀ p q, c p * c q + c q * c p = 0
  a_c : ∀ p q, a p * c q + c q * a p = if p = q then 1 else 0

/-- The product of the operators `a p * c p` over a list of modes; over all modes it is
the vacuum projector. -/
def vacuumProj {R : Type*} [Ring R] {M : ℕ} (a c : Fin M → R) : List (Fin M) → R
  | [] => 1
  | q :: l => a q * c q * vacuumProj a c l

/-- The algebra generated by all annihilators and creators. -/
abbrev carAlgebra (K : Type*) {A : Type*} [Field K] [Ring A] [Algebra K A] {M : ℕ}
    (a c : Fin M → A) : Subalgebra K A :=
  Algebra.adjoin K (Set.range a ∪ Set.range c)

variable {R S : Type*} [Ring R] [Ring S] {M : ℕ} {a c : Fin M → R}

/-- In a complex algebra the three families of anticommutators alone give the
relations `IsCAR`. -/
theorem isCAR_of_anticommutators [Algebra ℂ R]
    (haa : ∀ p q, a p * a q + a q * a p = 0) (hcc : ∀ p q, c p * c q + c q * c p = 0)
    (hac : ∀ p q, a p * c q + c q * a p = if p = q then 1 else 0) : IsCAR a c := by
  have half : ∀ x : R, x + x = 0 → x = 0 := fun x hx => by
    calc x = (1 / 2 : ℂ) • (x + x) := by module
      _ = 0 := by rw [hx, smul_zero]
  exact ⟨fun p => half _ (haa p p), fun p => half _ (hcc p p), haa, hcc, hac⟩

/-- A ring homomorphism carries CAR modes to CAR modes and the vacuum projector to the
vacuum projector of the image modes. -/
theorem IsCAR.map (h : IsCAR a c) (f : R →+* S) :
    IsCAR (fun p => f (a p)) (fun p => f (c p)) ∧
      ∀ l, f (vacuumProj a c l) = vacuumProj (fun p => f (a p)) (fun p => f (c p)) l := by
  refine ⟨⟨fun p => ?_, fun p => ?_, fun p q => ?_, fun p q => ?_, fun p q => ?_⟩,
    fun l => ?_⟩
  · simpa using congrArg f (h.a_sq p)
  · simpa using congrArg f (h.c_sq p)
  · simpa using congrArg f (h.a_a p q)
  · simpa using congrArg f (h.c_c p q)
  · simpa [apply_ite f] using congrArg f (h.a_c p q)
  · induction l with
    | nil => simp only [vacuumProj, map_one]
    | cons q l ih => simp only [vacuumProj, map_mul, ih]

/-- Every nonzero element can be multiplied from both sides to a nonzero element that
all annihilators kill from the left and all creators kill from the right. -/
theorem IsCAR.exists_vacuum_component (h : IsCAR a c) {x : R} (hx : x ≠ 0) :
    ∃ u v, u * x * v ≠ 0 ∧ (∀ p, a p * (u * x * v) = 0) ∧ ∀ p, u * x * v * c p = 0 := by
  -- treat the modes one at a time, first on the left
  have left : ∀ s : Finset (Fin M), ∃ u, u * x ≠ 0 ∧ ∀ p ∈ s, a p * (u * x) = 0 := by
    intro s
    induction s using Finset.induction_on with
    | empty => exact ⟨1, by simpa using hx, by simp⟩
    | insert q s hq ih =>
      obtain ⟨u, hu, hs⟩ := ih
      by_cases h0 : a q * (u * x) = 0
      · refine ⟨u, hu, fun p hp => ?_⟩
        rcases Finset.mem_insert.1 hp with e | hp
        · rw [e, h0]
        · exact hs p hp
      · refine ⟨a q * u, by rwa [mul_assoc], fun p hp => ?_⟩
        rcases Finset.mem_insert.1 hp with e | hp
        · rw [e, mul_assoc (a q), ← mul_assoc, h.a_sq, zero_mul]
        · linear_combination (norm := noncomm_ring) h.a_a p q * (u * x) - a q * hs p hp
  obtain ⟨u, hu, hl⟩ := left Finset.univ
  -- then on the right
  have right : ∀ s : Finset (Fin M),
      ∃ v, u * x * v ≠ 0 ∧ ∀ p ∈ s, u * x * v * c p = 0 := by
    intro s
    induction s using Finset.induction_on with
    | empty => exact ⟨1, by simpa using hu, by simp⟩
    | insert q s hq ih =>
      obtain ⟨v, hv, hs⟩ := ih
      by_cases h0 : u * x * v * c q = 0
      · refine ⟨v, hv, fun p hp => ?_⟩
        rcases Finset.mem_insert.1 hp with e | hp
        · rw [e, h0]
        · exact hs p hp
      · refine ⟨v * c q, by rwa [← mul_assoc], fun p hp => ?_⟩
        rcases Finset.mem_insert.1 hp with e | hp
        · rw [e, ← mul_assoc, mul_assoc _ (c q) (c q), h.c_sq, mul_zero]
        · linear_combination (norm := noncomm_ring) u * x * v * h.c_c q p - hs p hp * c q
  obtain ⟨v, hv, hr⟩ := right Finset.univ
  refine ⟨u, v, hv, fun p => ?_, fun p => hr p (Finset.mem_univ p)⟩
  rw [← mul_assoc, hl p (Finset.mem_univ p), zero_mul]

/-- The vacuum projector leaves unchanged, from the left, what all annihilators kill and,
from the right, what all creators kill. -/
theorem IsCAR.vacuumProj_absorb (h : IsCAR a c) (y : R) (l : List (Fin M)) :
    ((∀ p, a p * y = 0) → vacuumProj a c l * y = y) ∧
      ((∀ p, y * c p = 0) → y * vacuumProj a c l = y) := by
  have one : ∀ q, a q * c q + c q * a q = 1 := fun q => by rw [h.a_c, if_pos rfl]
  constructor <;> intro hy
  · induction l with
    | nil => simp only [vacuumProj, one_mul]
    | cons q l ih =>
      rw [vacuumProj, mul_assoc, ih]
      linear_combination (norm := noncomm_ring) one q * y - c q * hy q
  · induction l with
    | nil => simp only [vacuumProj, mul_one]
    | cons q l ih =>
      have e : y * (a q * c q) = y := by
        linear_combination (norm := noncomm_ring) y * one q - hy q * a q
      rw [vacuumProj, ← mul_assoc, e, ih]

/-- Annihilators of the listed modes kill the product `vacuumProj a c l` from the left, and their
creators kill it from the right. -/
theorem IsCAR.vacuumProj_killed (h : IsCAR a c) (p : Fin M) (l : List (Fin M))
    (hp : p ∈ l) : a p * vacuumProj a c l = 0 ∧ vacuumProj a c l * c p = 0 := by
  -- a creator commutes with the factors of all other modes
  have comm : ∀ l : List (Fin M), p ∉ l →
      vacuumProj a c l * c p = c p * vacuumProj a c l := by
    intro l
    induction l with
    | nil => intro _; simp only [vacuumProj, one_mul, mul_one]
    | cons q l ih =>
      intro hn
      rw [List.mem_cons, not_or] at hn
      have e : a q * c p + c p * a q = 0 := by rw [h.a_c, if_neg (Ne.symm hn.1)]
      have e' : a q * c q * c p = c p * (a q * c q) := by
        linear_combination (norm := noncomm_ring) a q * h.c_c q p - e * c q
      rw [vacuumProj, mul_assoc, ih hn.2, ← mul_assoc, e', mul_assoc]
  induction l with
  | nil => simp at hp
  | cons q l ih =>
    rw [vacuumProj]
    constructor
    · by_cases e : p = q
      · rw [e, ← mul_assoc, ← mul_assoc, h.a_sq, zero_mul, zero_mul]
      · have hl := (ih ((List.mem_cons.1 hp).resolve_left e)).1
        have e0 : a p * c q + c q * a p = 0 := by rw [h.a_c, if_neg e]
        have e' : a p * (a q * c q) = a q * c q * a p := by
          linear_combination (norm := noncomm_ring) h.a_a p q * c q - a q * e0
        rw [← mul_assoc, e', mul_assoc, hl, mul_zero]
    · by_cases hl : p ∈ l
      · rw [mul_assoc, (ih hl).2, mul_zero]
      · have e := (List.mem_cons.1 hp).resolve_right hl
        rw [mul_assoc, comm l hl, ← mul_assoc, ← e, mul_assoc (a p), h.c_sq, mul_zero,
          zero_mul]

/-- Between two vacuum projectors every element of the CAR algebra becomes a scalar
multiple of the vacuum projector. -/
theorem IsCAR.vacuum_expectation {K : Type*} [Field K] [Algebra K R] (h : IsCAR a c)
    {x : R} (hx : x ∈ carAlgebra K a c) :
    ∃ r : K, vacuumProj a c (List.finRange M) * x * vacuumProj a c (List.finRange M)
      = r • vacuumProj a c (List.finRange M) := by
  have hk := fun p => h.vacuumProj_killed p _ (List.mem_finRange p)
  have hzz := (h.vacuumProj_absorb _ (List.finRange M)).1 fun p => (hk p).1
  generalize vacuumProj a c (List.finRange M) = z at hk hzz ⊢
  -- an annihilator moves to the right through any polynomial in the creators
  have move : ∀ p, ∀ w ∈ Algebra.adjoin K (Set.range c),
      ∃ s ∈ Algebra.adjoin K (Set.range c), ∃ t ∈ Algebra.adjoin K (Set.range c),
        a p * w = s + t * a p := by
    intro p w hw
    induction hw using Algebra.adjoin_induction with
    | mem w hw =>
      obtain ⟨q, rfl⟩ := hw
      refine ⟨if p = q then 1 else 0, ?_, -c q,
        neg_mem (Algebra.subset_adjoin ⟨q, rfl⟩), ?_⟩
      · split_ifs
        exacts [one_mem _, zero_mem _]
      · rw [← h.a_c p q]; noncomm_ring
    | algebraMap r =>
      exact ⟨0, zero_mem _, algebraMap K R r, Subalgebra.algebraMap_mem _ r, by
        rw [zero_add, Algebra.commutes]⟩
    | add v w _ _ ihv ihw =>
      obtain ⟨s, hs, t, ht, e⟩ := ihv
      obtain ⟨s', hs', t', ht', e'⟩ := ihw
      exact ⟨s + s', add_mem hs hs', t + t', add_mem ht ht', by
        rw [mul_add, e, e']; noncomm_ring⟩
    | mul v w _ hw ihv ihw =>
      obtain ⟨s, hs, t, ht, e⟩ := ihv
      obtain ⟨s', hs', t', ht', e'⟩ := ihw
      exact ⟨s * w + t * s', add_mem (mul_mem hs hw) (mul_mem ht hs'), t * t',
        mul_mem ht ht', by
          rw [← mul_assoc, e, add_mul, mul_assoc t, e']; noncomm_ring⟩
  -- so `x` maps a creator polynomial times `z` to another element of that form
  have fock : ∀ w ∈ Algebra.adjoin K (Set.range c),
      ∃ s ∈ Algebra.adjoin K (Set.range c), x * (w * z) = s * z := by
    induction hx using Algebra.adjoin_induction with
    | mem x hx =>
      intro w hw
      rcases hx with ⟨p, rfl⟩ | ⟨p, rfl⟩
      · obtain ⟨s, hs, t, _, e⟩ := move p w hw
        exact ⟨s, hs, by rw [← mul_assoc, e, add_mul, mul_assoc, (hk p).1, mul_zero,
          add_zero]⟩
      · exact ⟨c p * w, mul_mem (Algebra.subset_adjoin ⟨p, rfl⟩) hw,
          (mul_assoc _ _ _).symm⟩
    | algebraMap r =>
      intro w hw
      exact ⟨algebraMap K R r * w, mul_mem (Subalgebra.algebraMap_mem _ r) hw,
        (mul_assoc _ _ _).symm⟩
    | add x y _ _ ihx ihy =>
      intro w hw
      obtain ⟨s, hs, e⟩ := ihx w hw
      obtain ⟨t, ht, e'⟩ := ihy w hw
      exact ⟨s + t, add_mem hs ht, by rw [add_mul, e, e', add_mul]⟩
    | mul x y _ _ ihx ihy =>
      intro w hw
      obtain ⟨s, hs, e⟩ := ihy w hw
      obtain ⟨t, ht, e'⟩ := ihx s hs
      exact ⟨t, ht, by rw [mul_assoc, e, e']⟩
  -- and a polynomial in the creators acts on the vacuum from the right as a scalar
  have scalar : ∀ w ∈ Algebra.adjoin K (Set.range c), ∃ r : K, z * w = r • z := by
    intro w hw
    induction hw using Algebra.adjoin_induction with
    | mem w hw =>
      obtain ⟨q, rfl⟩ := hw
      exact ⟨0, by rw [(hk q).2, zero_smul]⟩
    | algebraMap r => exact ⟨r, by rw [Algebra.smul_def, Algebra.commutes]⟩
    | add v w _ _ ihv ihw =>
      obtain ⟨r, e⟩ := ihv
      obtain ⟨s, e'⟩ := ihw
      exact ⟨r + s, by rw [mul_add, e, e', add_smul]⟩
    | mul v w _ _ ihv ihw =>
      obtain ⟨r, e⟩ := ihv
      obtain ⟨s, e'⟩ := ihw
      exact ⟨r * s, by rw [← mul_assoc, e, smul_mul_assoc, e', smul_smul]⟩
  obtain ⟨s, hs, e⟩ := fock 1 (one_mem _)
  obtain ⟨r, e'⟩ := scalar s hs
  rw [one_mul] at e
  exact ⟨r, by rw [mul_assoc, e, ← mul_assoc, e', smul_mul_assoc, hzz]⟩

/-- Every representation of the CAR algebra in a nontrivial ring is faithful. -/
theorem IsCAR.representation_injective {K : Type*} [Field K] [Algebra K R]
    (h : IsCAR a c) [Nontrivial S] (φ : carAlgebra K a c →+* S) :
    Function.Injective φ := by
  -- the modes as elements of the algebra they generate
  let a' : Fin M → carAlgebra K a c :=
    fun p => ⟨a p, Algebra.subset_adjoin (Or.inl ⟨p, rfl⟩)⟩
  let c' : Fin M → carAlgebra K a c :=
    fun p => ⟨c p, Algebra.subset_adjoin (Or.inr ⟨p, rfl⟩)⟩
  have h' : IsCAR a' c' := by
    refine ⟨fun p => Subtype.ext (h.a_sq p), fun p => Subtype.ext (h.c_sq p),
      fun p q => Subtype.ext (h.a_a p q), fun p q => Subtype.ext (h.c_c p q),
      fun p q => Subtype.ext ?_⟩
    have t := h.a_c p q
    split_ifs at t ⊢ <;> exact t
  let z := vacuumProj a' c' (List.finRange M)
  have hz : (z : R) = vacuumProj a c (List.finRange M) :=
    (h'.map (carAlgebra K a c).val.toRingHom).2 _
  -- the image of the vacuum projector cannot vanish
  have hφz : φ z ≠ 0 := by
    intro h0
    obtain ⟨hS, hmap⟩ := h'.map φ
    obtain ⟨u, v, hw, hl, _⟩ := hS.exists_vacuum_component (one_ne_zero (α := S))
    have e := (hS.vacuumProj_absorb _ (List.finRange M)).1 hl
    rw [← hmap, show φ (vacuumProj a' c' (List.finRange M)) = 0 from h0, zero_mul] at e
    exact hw e.symm
  rw [injective_iff_map_eq_zero]
  intro x hx
  by_contra hne
  obtain ⟨u, v, hy, hl, hr⟩ := h'.exists_vacuum_component hne
  have hφy : φ (u * x * v) = 0 := by rw [map_mul, map_mul, hx, mul_zero, zero_mul]
  generalize u * x * v = y at hy hl hr hφy
  have t : z * y * z = y := by
    rw [(h'.vacuumProj_absorb y _).1 hl, (h'.vacuumProj_absorb y _).2 hr]
  -- a nonzero kernel element would put the vacuum projector in the kernel
  obtain ⟨r, e⟩ := h.vacuum_expectation (K := K) y.2
  rw [← hz] at e
  have e' : y = r • z := t.symm.trans (Subtype.ext e)
  have r0 : r ≠ 0 := by
    rintro rfl
    exact hy (by rw [e', zero_smul])
  apply hφz
  have ez : z = algebraMap K (carAlgebra K a c) r⁻¹ * y := by
    rw [← Algebra.smul_def, e', smul_smul, inv_mul_cancel₀ r0, one_smul]
  rw [ez, map_mul, hφy, mul_zero]

/-- Every two-sided ideal of the CAR algebra is zero or the whole algebra. -/
theorem IsCAR.ideal_eq_bot_or_top {K : Type*} [Field K] [Algebra K R]
    (h : IsCAR a c) (I : TwoSidedIdeal (carAlgebra K a c)) : I = ⊥ ∨ I = ⊤ := by
  by_cases h1 : (1 : carAlgebra K a c) ∈ I
  · right
    refine SetLike.ext fun x => ⟨fun _ => TwoSidedIdeal.mem_top _, fun _ => ?_⟩
    simpa using I.mul_mem_left x 1 h1
  · left
    -- a proper ideal gives a nontrivial quotient, and the quotient map is faithful
    have key : ∀ x, I.ringCon.mk' x = 0 ↔ x ∈ I := fun x =>
      (RingCon.eq I.ringCon).trans (I.mem_iff x).symm
    have : Nontrivial I.ringCon.Quotient :=
      ⟨⟨1, 0, fun e => h1 ((key 1).1 (by rw [map_one, e]))⟩⟩
    have inj := h.representation_injective I.ringCon.mk'
    refine SetLike.ext fun x => ?_
    rw [TwoSidedIdeal.mem_bot, ← key x]
    exact map_eq_zero_iff _ inj

/-- Integer matrices of two Jordan–Wigner annihilators on a four-dimensional space. -/
def jordanWigner : Fin 2 → Matrix (Fin 4) (Fin 4) ℤ :=
  ![!![0, 0, 1, 0; 0, 0, 0, 1; 0, 0, 0, 0; 0, 0, 0, 0],
    !![0, 1, 0, 0; 0, 0, 0, 0; 0, 0, 0, -1; 0, 0, 0, 0]]

/-- The two Jordan–Wigner matrices and their transposes, read as complex matrices,
satisfy the canonical anticommutation relations. -/
theorem isCAR_witness :
    IsCAR (fun p => (Int.castRingHom ℂ).mapMatrix (jordanWigner p))
      (fun p => (Int.castRingHom ℂ).mapMatrix (jordanWigner p).transpose) := by
  have h : IsCAR jordanWigner (fun p => (jordanWigner p).transpose) :=
    ⟨by decide +kernel, by decide +kernel, by decide +kernel, by decide +kernel,
      by decide +kernel⟩
  exact (h.map (Int.castRingHom ℂ).mapMatrix).1

end CARSimplicity
```

```lean
#print axioms CARSimplicity.isCAR_of_anticommutators
#print axioms CARSimplicity.IsCAR.representation_injective
#print axioms CARSimplicity.IsCAR.ideal_eq_bot_or_top
```

```
'CARSimplicity.isCAR_of_anticommutators' depends on axioms: [propext, Classical.choice, Quot.sound]
'CARSimplicity.IsCAR.representation_injective' depends on axioms: [propext, Classical.choice, Quot.sound]
'CARSimplicity.IsCAR.ideal_eq_bot_or_top' depends on axioms: [propext, Classical.choice, Quot.sound]
```

## How the proof follows the derivation

`IsCAR.exists_vacuum_component` reaches the vacuum by induction on a finite set of modes, with `by_cases` deciding whether to multiply. `IsCAR.vacuumProj_absorb` and `IsCAR.vacuumProj_killed` use induction on the list of factors. In all three, `linear_combination (norm := noncomm_ring)` checks the anticommutator algebra without reordering products.

`IsCAR.vacuum_expectation` does the sandwiching. Its parts `move`, `fock` and `scalar` prove $a_pw=s+ta_p$, $x(wz)=sz$ and $zw=rz$, each by `Algebra.adjoin_induction`. The claim in `fock` holds for every $w$, which lets the product case apply one factor after the other.

`IsCAR.representation_injective` first regards the modes as elements `a'`, `c'` of $B$, so that $u$ and $v$ lie in the domain of `φ`. `IsCAR.map` carries the relations and $z$ to the target. The ideal theorem applies this result to `I.ringCon.mk'`, the quotient map.

`isCAR_of_anticommutators` derives the squares over $\mathbb C$. `isCAR_witness` supplies an example with two modes: `decide +kernel` checks the relations for integer matrices, and `IsCAR.map` transfers them to complex ones.
